# For a symmetric kernel, rotating two real orbitals preserves J − K but not J and K separately

When two occupied orbitals of the same spin are localised after a Hartree–Fock calculation by a rotation that mixes them only with each other, their pair energy $J-K$ can be carried over, but $J$ and $K$ separately change in general. Here this is shown for real orbitals on a finite grid with a real symmetric kernel.

## The determinant and the overlap density

Let $u,v$ be the orbitals and $W(x,y)=W(y,x)$ the kernel. For densities $f,g$ put

$$(f,g)=\sum_{x,y} f(x)W(x,y)g(y),\qquad J=(uu,vv),\qquad K=(uv,uv).$$

With $D(x,y)=u(x)v(y)-v(x)u(y)$, expanding the square gives

$$\sum_{x,y} W D^2=(uu,vv)+(vv,uu)-2(uv,uv)=2(J-K),$$

where the last equality uses the symmetry of $W$. Replacing $u,v$ by $au+bv$ and $cu+dv$ turns $D$ into $(ad-bc)D$, so $J-K$ is multiplied by $(ad-bc)^2$. For $(u\pm v)/\sqrt2$ the determinant is $-1$, and $J-K$ is unchanged.

The new overlap density is $(uu-vv)/2$. Its self-repulsion is the new exchange integral, and adding the unchanged difference gives the new Coulomb integral:

$$K'=\tfrac14\big[(uu,uu)+(vv,vv)-2(uu,vv)\big],$$
$$J'=K'+J-K=\tfrac14\big[(uu,uu)+(vv,vv)+2(uu,vv)\big]-K.$$

At a general angle, $u_\theta=\cos\theta\,u+\sin\theta\,v$ and $v_\theta=-\sin\theta\,u+\cos\theta\,v$ have overlap density $\cos2\theta\,uv+\tfrac12\sin2\theta\,(vv-uu)$. Hence

$$K(\theta)=\cos^2 2\theta\,K+\sin^2 2\theta\,K'+\sin2\theta\cos2\theta\,\big[(uv,vv)-(uv,uu)\big].$$

Adding $45^\circ$ to $\theta$ exchanges the two squares and reverses the sign of the last term, so $K(\theta)+K(\theta+\pi/4)=K+K'$.

**Two sites.** Take $u=(1,0)$, $v=(0,1)$, on-site repulsion 2 and inter-site repulsion 1. Then $J=1$ and $K=0$. After the rotation $K'=(2+2-2)/4=1/2$ and $J'=(2+2+2)/4-0=3/2$; the difference is still 1.

**One grid point.** Any two orbitals are then linearly dependent, so $D=0$ and $J=K$. Two electrons of the same spin cannot both occupy the single point.

## Grid orbitals and their integrals in Lean

The finite type `ι` is the grid, and `κ` will label a set of orbitals. Quadrature weights can be absorbed into `W`, whose diagonal entries must be finite, so a bare $1/r$ needs regularising there.

```lean
import Mathlib

open Finset Matrix

namespace OrbitalRotationJK

noncomputable section

variable {ι κ : Type*} [Fintype ι] [Fintype κ]

/-- The interaction `(f, g)` of two densities on the grid through the kernel `W`. -/
def repulsion (W : ι → ι → ℝ) (f g : ι → ℝ) : ℝ :=
  ∑ x, ∑ y, f x * W x y * g y
```

Products such as `u * u` are taken point by point.

```lean
/-- The Coulomb integral `J = (uu, vv)`. -/
def coulomb (W : ι → ι → ℝ) (u v : ι → ℝ) : ℝ := repulsion W (u * u) (v * v)

/-- The exchange integral `K = (uv, uv)`. -/
def exchange (W : ι → ι → ℝ) (u v : ι → ℝ) : ℝ := repulsion W (u * v) (u * v)
```

The rotated pair is defined for any angle, and the normalised sum and difference separately. At $45^\circ$, `rotSnd` is the negative of `minus`, a sign that affects neither integral.

```lean
/-- The first orbital after rotation by the angle `θ`. -/
def rotFst (θ : ℝ) (u v : ι → ℝ) : ι → ℝ := Real.cos θ • u + Real.sin θ • v

/-- The second orbital after rotation by the angle `θ`. -/
def rotSnd (θ : ℝ) (u v : ι → ℝ) : ι → ℝ := (-Real.sin θ) • u + Real.cos θ • v

/-- The normalised sum `(u + v)/√2`. -/
def plus (u v : ι → ℝ) : ι → ℝ := fun x => (u x + v x) / √2

/-- The normalised difference `(u - v)/√2`. -/
def minus (u v : ι → ℝ) : ι → ℝ := fun x => (u x - v x) / √2
```

## From a symmetric kernel to the rotation formulas

The hypothesis `hW` expresses that the repulsion between two points does not depend on their order. Neither positivity of `W` nor orthonormality of the orbitals is assumed. For orthonormal orbitals of the same spin, $J-K$ is the interaction energy of the normalised two-electron determinant.

Exchanging the summation variables gives the symmetry of $(f,g)$.

```lean
/-- For a symmetric kernel the interaction of two densities is symmetric. -/
theorem repulsion_comm {W : ι → ι → ℝ} (hW : ∀ x y, W x y = W y x) (f g : ι → ℝ) :
    repulsion W f g = repulsion W g f := by
  unfold repulsion
  rw [Finset.sum_comm]
  refine Finset.sum_congr rfl fun x _ => Finset.sum_congr rfl fun y _ => ?_
  rw [hW y x]
  ring
```

The next lemma expands the self-repulsion of three weighted densities, then merges the mixed terms by symmetry.

```lean
/-- The self-interaction of a superposition of three densities. -/
theorem repulsion_superposition {W : ι → ι → ℝ} (hW : ∀ x y, W x y = W y x)
    (a b c : ℝ) (f g h : ι → ℝ) :
    repulsion W (a • f + b • g + c • h) (a • f + b • g + c • h) =
      a ^ 2 * repulsion W f f + b ^ 2 * repulsion W g g + c ^ 2 * repulsion W h h
      + 2 * a * b * repulsion W f g + 2 * a * c * repulsion W f h
      + 2 * b * c * repulsion W g h := by
  have expand : repulsion W (a • f + b • g + c • h) (a • f + b • g + c • h) =
      a ^ 2 * repulsion W f f + b ^ 2 * repulsion W g g + c ^ 2 * repulsion W h h
      + a * b * repulsion W f g + a * b * repulsion W g f
      + a * c * repulsion W f h + a * c * repulsion W h f
      + b * c * repulsion W g h + b * c * repulsion W h g := by
    simp only [repulsion, Finset.mul_sum, ← Finset.sum_add_distrib]
    refine Finset.sum_congr rfl fun x _ => Finset.sum_congr rfl fun y _ => ?_
    simp only [Pi.add_apply, Pi.smul_apply, smul_eq_mul]
    ring
  rw [expand, repulsion_comm hW g f, repulsion_comm hW h f, repulsion_comm hW h g]
  ring
```

The determinant identity follows by comparing summands, with `ring` expanding the square.

```lean
/-- `J - K` is half the kernel-weighted sum of the squared two-orbital determinant
`u(x)v(y) - v(x)u(y)`. -/
theorem coulomb_sub_exchange {W : ι → ι → ℝ} (hW : ∀ x y, W x y = W y x) (u v : ι → ℝ) :
    coulomb W u v - exchange W u v =
      (∑ x, ∑ y, W x y * (u x * v y - v x * u y) ^ 2) / 2 := by
  have h : ∑ x, ∑ y, W x y * (u x * v y - v x * u y) ^ 2 =
      coulomb W u v + coulomb W v u - 2 * exchange W u v := by
    simp only [coulomb, exchange, repulsion, Pi.mul_apply, Finset.mul_sum,
      ← Finset.sum_add_distrib, ← Finset.sum_sub_distrib]
    refine Finset.sum_congr rfl fun x _ => Finset.sum_congr rfl fun y _ => ?_
    ring
  have hJ : coulomb W v u = coulomb W u v := repulsion_comm hW _ _
  rw [h, hJ]
  ring
```

For an arbitrary real mixing, the factor $(ad-bc)^2$ comes out of each summand.

```lean
/-- Under any real linear mixing of two orbitals, `J - K` is multiplied by the square of the
determinant of the mixing. -/
theorem coulomb_sub_exchange_mix {W : ι → ι → ℝ} (hW : ∀ x y, W x y = W y x)
    (a b c d : ℝ) (u v : ι → ℝ) :
    coulomb W (a • u + b • v) (c • u + d • v) - exchange W (a • u + b • v) (c • u + d • v) =
      (a * d - b * c) ^ 2 * (coulomb W u v - exchange W u v) := by
  rw [coulomb_sub_exchange hW, coulomb_sub_exchange hW, ← mul_div_assoc]
  congr 1
  simp only [Finset.mul_sum]
  refine Finset.sum_congr rfl fun x _ => Finset.sum_congr rfl fun y _ => ?_
  simp only [Pi.add_apply, Pi.smul_apply, smul_eq_mul]
  ring
```

In the formula for $K(\theta)$, `hd` is the double-angle form of the overlap density, to which the three-density expansion is applied.

```lean
/-- The exchange integral of two orbitals rotated by an arbitrary angle `θ`. -/
theorem exchange_rotate {W : ι → ι → ℝ} (hW : ∀ x y, W x y = W y x) (θ : ℝ) (u v : ι → ℝ) :
    exchange W (rotFst θ u v) (rotSnd θ u v) =
      Real.cos (2 * θ) ^ 2 * exchange W u v
      + Real.sin (2 * θ) ^ 2 * ((coulomb W u u + coulomb W v v - 2 * coulomb W u v) / 4)
      + Real.sin (2 * θ) * Real.cos (2 * θ) *
        (repulsion W (u * v) (v * v) - repulsion W (u * v) (u * u)) := by
  -- the rotated overlap density turns through twice the angle
  have hd : rotFst θ u v * rotSnd θ u v = Real.cos (2 * θ) • (u * v)
      + (Real.sin (2 * θ) / 2) • (v * v) + (-(Real.sin (2 * θ) / 2)) • (u * u) := by
    funext x
    simp only [rotFst, rotSnd, Pi.mul_apply, Pi.add_apply, Pi.smul_apply, smul_eq_mul,
      Real.cos_two_mul, Real.sin_two_mul]
    linear_combination (-(u x * v x)) * Real.sin_sq_add_cos_sq θ
  unfold exchange coulomb
  rw [hd, repulsion_superposition hW, repulsion_comm hW (v * v) (u * u)]
  ring
```

The sum rule uses the quarter-turn of $2\theta$ and $\sin^2+\cos^2=1$.

```lean
/-- The exchange integrals at two rotation angles 45 degrees apart have a sum that does not
depend on the angle. -/
theorem exchange_sum_rule {W : ι → ι → ℝ} (hW : ∀ x y, W x y = W y x) (θ : ℝ) (u v : ι → ℝ) :
    exchange W (rotFst θ u v) (rotSnd θ u v)
      + exchange W (rotFst (θ + Real.pi / 4) u v) (rotSnd (θ + Real.pi / 4) u v) =
      exchange W u v + (coulomb W u u + coulomb W v v - 2 * coulomb W u v) / 4 := by
  have h2 : 2 * (θ + Real.pi / 4) = 2 * θ + Real.pi / 2 := by ring
  rw [exchange_rotate hW, exchange_rotate hW, h2, Real.cos_add_pi_div_two,
    Real.sin_add_pi_div_two]
  linear_combination (exchange W u v +
    (coulomb W u u + coulomb W v v - 2 * coulomb W u v) / 4) * Real.sin_sq_add_cos_sq (2 * θ)
```

The central theorem states three equalities: the unchanged difference, $K'$ and $J'$. Its proof obtains `hdiff` from determinant $-1$ and `hK` from the overlap density $(uu-vv)/2$; `linarith` combines them into $J'$.

```lean
/-- Passing to `(u + v)/√2` and `(u - v)/√2` leaves `J - K` unchanged, and the new exchange and
Coulomb integrals are given by the old Coulomb and exchange integrals as stated. -/
theorem plus_minus_integrals {W : ι → ι → ℝ} (hW : ∀ x y, W x y = W y x) (u v : ι → ℝ) :
    coulomb W (plus u v) (minus u v) - exchange W (plus u v) (minus u v) =
        coulomb W u v - exchange W u v ∧
    exchange W (plus u v) (minus u v) =
        (coulomb W u u + coulomb W v v - 2 * coulomb W u v) / 4 ∧
    coulomb W (plus u v) (minus u v) =
        (coulomb W u u + coulomb W v v + 2 * coulomb W u v) / 4 - exchange W u v := by
  have hs : (√2)⁻¹ ^ 2 = (1 / 2 : ℝ) := by
    rw [inv_pow, Real.sq_sqrt (by norm_num)]
    norm_num
  have hp : plus u v = (√2)⁻¹ • u + (√2)⁻¹ • v := by
    funext x
    simp only [plus, Pi.add_apply, Pi.smul_apply, smul_eq_mul]
    ring
  have hm : minus u v = (√2)⁻¹ • u + (-(√2)⁻¹) • v := by
    funext x
    simp only [minus, Pi.add_apply, Pi.smul_apply, smul_eq_mul]
    ring
  -- the mixing has determinant -1
  have hdiff : coulomb W (plus u v) (minus u v) - exchange W (plus u v) (minus u v) =
      coulomb W u v - exchange W u v := by
    have hdet : (√2)⁻¹ * -(√2)⁻¹ - (√2)⁻¹ * (√2)⁻¹ = (-1 : ℝ) := by
      linear_combination (-2) * hs
    rw [hp, hm, coulomb_sub_exchange_mix hW, hdet]
    ring
  -- the new overlap density is half the difference of the old orbital densities
  have hK : exchange W (plus u v) (minus u v) =
      (coulomb W u u + coulomb W v v - 2 * coulomb W u v) / 4 := by
    have hd : plus u v * minus u v =
        (1 / 2 : ℝ) • (u * u) + (-1 / 2 : ℝ) • (v * v) + (0 : ℝ) • (u * v) := by
      rw [hp, hm]
      funext x
      simp only [Pi.mul_apply, Pi.add_apply, Pi.smul_apply, smul_eq_mul]
      linear_combination (u x * u x - v x * v x) * hs
    unfold exchange coulomb
    rw [hd, repulsion_superposition hW]
    ring
  exact ⟨hdiff, hK, by linarith⟩
```

With on-site repulsion $U$ only, both integrals go from $0$ to $U/2$. Any $U\neq0$ therefore shows that neither is invariant.

```lean
/-- Two orbitals localised on different sites, with on-site repulsion `U` and no repulsion between
the sites, have `J = K = 0`, while their normalised sum and difference have `J = K = U/2`. -/
theorem two_site_not_invariant (U : ℝ) :
    let W : Fin 2 → Fin 2 → ℝ := fun x y => if x = y then U else 0
    let u : Fin 2 → ℝ := ![1, 0]
    let v : Fin 2 → ℝ := ![0, 1]
    coulomb W u v = 0 ∧ exchange W u v = 0 ∧
      coulomb W (plus u v) (minus u v) = U / 2 ∧
      exchange W (plus u v) (minus u v) = U / 2 := by
  intro W u v
  have hW : ∀ x y, W x y = W y x := fun x y => by simp only [W, eq_comm]
  have hJ : coulomb W u v = 0 := by
    simp [coulomb, repulsion, W, u, v, Fin.sum_univ_two]
  have hK : exchange W u v = 0 := by
    simp [exchange, repulsion, u, v, Fin.sum_univ_two]
  have hu : coulomb W u u = U := by
    simp [coulomb, repulsion, W, u, Fin.sum_univ_two]
  have hv : coulomb W v v = U := by
    simp [coulomb, repulsion, W, v, Fin.sum_univ_two]
  obtain ⟨_, h2, h3⟩ := plus_minus_integrals hW u v
  rw [hu, hv, hJ] at h2 h3
  rw [hK] at h3
  exact ⟨hJ, hK, by linarith, by linarith⟩
```

## Many orbitals and the density matrix

Let the rows of `φ` be orbitals $\varphi_i$, and let $P(x,y)=\sum_i\varphi_i(x)\varphi_i(y)$, which is `φᵀ * φ`. For orthonormal occupied orbitals of one spin, $P$ is their one-particle density matrix. Summing over $i$ and $j$ first gives

$$\sum_{i,j}(J_{ij}-K_{ij})=\sum_{x,y}W(x,y)\big[P(x,x)P(y,y)-P(x,y)^2\big].$$

The sum runs over ordered pairs, and the terms $i=j$ vanish. In the proof, `swap` moves the orbital sums inside, and `Finset.sum_mul_sum` matches the products of $P$. Symmetry of `W` is not needed.

```lean
/-- The sum of `J - K` over all pairs of orbitals (the rows of `φ`) is a functional of the
one-particle density matrix `φᵀ φ`. -/
theorem total_eq_density_matrix (W : ι → ι → ℝ) (φ : Matrix κ ι ℝ) :
    ∑ i, ∑ j, (coulomb W (φ i) (φ j) - exchange W (φ i) (φ j)) =
      ∑ x, ∑ y, W x y * ((φᵀ * φ) x x * (φᵀ * φ) y y - (φᵀ * φ) x y ^ 2) := by
  have swap : ∀ T : κ → κ → ι → ι → ℝ,
      ∑ i, ∑ j, ∑ x, ∑ y, T i j x y = ∑ x, ∑ y, ∑ i, ∑ j, T i j x y := by
    intro T
    calc ∑ i, ∑ j, ∑ x, ∑ y, T i j x y
        = ∑ i, ∑ x, ∑ j, ∑ y, T i j x y :=
          Finset.sum_congr rfl fun i _ => Finset.sum_comm
      _ = ∑ x, ∑ i, ∑ j, ∑ y, T i j x y := Finset.sum_comm
      _ = ∑ x, ∑ i, ∑ y, ∑ j, T i j x y :=
          Finset.sum_congr rfl fun x _ => Finset.sum_congr rfl fun i _ => Finset.sum_comm
      _ = ∑ x, ∑ y, ∑ i, ∑ j, T i j x y :=
          Finset.sum_congr rfl fun x _ => Finset.sum_comm
  simp only [coulomb, exchange, repulsion, Pi.mul_apply, ← Finset.sum_sub_distrib]
  refine (swap _).trans ?_
  refine Finset.sum_congr rfl fun x _ => Finset.sum_congr rfl fun y _ => ?_
  simp only [Matrix.mul_apply, Matrix.transpose_apply]
  rw [sq, Finset.sum_mul_sum, Finset.sum_mul_sum]
  simp only [← Finset.sum_sub_distrib, Finset.mul_sum]
  refine Finset.sum_congr rfl fun i _ => Finset.sum_congr rfl fun j _ => ?_
  ring
```

An orthogonal mixing $O$ leaves $P$ alone, since $(O\varphi)^T(O\varphi)=\varphi^TO^TO\varphi=\varphi^T\varphi$. This is `hP`, and the density-matrix formula then gives the invariance of the total.

```lean
/-- For any number of orbitals, the sum of `J - K` over all pairs is unchanged by every real
orthogonal mixing of the orbitals. -/
theorem total_invariant [DecidableEq κ] (W : ι → ι → ℝ) (φ : Matrix κ ι ℝ)
    (O : Matrix κ κ ℝ) (hO : Oᵀ * O = 1) :
    ∑ i, ∑ j, (coulomb W ((O * φ) i) ((O * φ) j) - exchange W ((O * φ) i) ((O * φ) j)) =
      ∑ i, ∑ j, (coulomb W (φ i) (φ j) - exchange W (φ i) (φ j)) := by
  -- the density matrix does not see the rotation
  have hP : (O * φ)ᵀ * (O * φ) = φᵀ * φ := by
    rw [Matrix.transpose_mul, Matrix.mul_assoc, ← Matrix.mul_assoc Oᵀ, hO, Matrix.one_mul]
  rw [total_eq_density_matrix, total_eq_density_matrix, hP]

end

end OrbitalRotationJK
```

```lean
#print axioms OrbitalRotationJK.exchange_sum_rule
-- 'OrbitalRotationJK.exchange_sum_rule' depends on axioms: [propext, Classical.choice, Quot.sound]
#print axioms OrbitalRotationJK.two_site_not_invariant
-- 'OrbitalRotationJK.two_site_not_invariant' depends on axioms: [propext, Classical.choice, Quot.sound]
#print axioms OrbitalRotationJK.total_invariant
-- 'OrbitalRotationJK.total_invariant' depends on axioms: [propext, Classical.choice, Quot.sound]
```
